# First-order response of a diagonal density matrix: a unique solution away from the level differences

Take two orbitals with energies $e_1,e_2$ and occupations $f_1,f_2$, driven by a perturbation $Ve^{-iwt}$, in units with $\hbar=1$: in the first-order change $Xe^{-iwt}$ of the density matrix, the off-diagonal element obeys $(w-e_1+e_2)X_{12}=(f_2-f_1)V_{12}$, while the diagonal element obeys $wX_{11}=0$. Away from resonance the first equation is solved by a division, and for $w\neq 0$ the second leaves the occupation unchanged; the Lean file below proves the same for any finite set of orbitals.

```lean
import Mathlib

open Matrix

namespace CasidaDensityResponse

noncomputable section

variable {n : Type*} [Fintype n] [DecidableEq n]

/-- The commutator `[A, B] = AB - BA` of two matrices. -/
def comm (A B : Matrix n n ℂ) : Matrix n n ℂ := A * B - B * A

/-- The diagonal operator with real entries `a i`: the Hamiltonian for orbital energies,
the ground-state density matrix for occupations. -/
def diagOp (a : n → ℝ) : Matrix n n ℂ := Matrix.diagonal fun i => (a i : ℂ)

/-- The frequency-domain response equation `w X - [H, X] = [V, ρ]` for orbital energies `e`,
occupations `f`, perturbation `V` and density-matrix response `X`. -/
def IsResponse (e f : n → ℝ) (w : ℂ) (V X : Matrix n n ℂ) : Prop :=
  w • X - comm (diagOp e) X = comm V (diagOp f)

/-- The sum-over-states response `(f j - f i) V i j / (w - e i + e j)`, meant for frequencies
`w` different from all level differences `e i - e j`. -/
def response (e f : n → ℝ) (w : ℂ) (V : Matrix n n ℂ) : Matrix n n ℂ :=
  Matrix.of fun i j => ((f j : ℂ) - f i) * V i j / (w - e i + e j)

/-- The oscillating factor `exp(-i w t)`. -/
def phase (w : ℂ) (t : ℝ) : ℂ := Complex.exp (-Complex.I * w * (t : ℂ))

/-- The field induced by a density-matrix change `X` through a linear coupling kernel `K`. -/
def inducedField (K : n → n → n → n → ℂ) (X : Matrix n n ℂ) : Matrix n n ℂ :=
  Matrix.of fun i j => ∑ k, ∑ l, K i j k l * X k l

variable {e f : n → ℝ} {w : ℂ} {V X : Matrix n n ℂ}

/-- The commutator with a diagonal Hamiltonian multiplies each matrix element by the
difference of the two orbital energies. -/
theorem comm_diagOp_left (a : n → ℝ) (Y : Matrix n n ℂ) (i j : n) :
    comm (diagOp a) Y i j = ((a i : ℂ) - a j) * Y i j := by
  simp only [comm, diagOp, Matrix.sub_apply, Matrix.diagonal_mul, Matrix.mul_diagonal]
  ring

/-- The commutator of a perturbation with a diagonal density matrix multiplies each matrix
element by the difference of the two occupations. -/
theorem comm_diagOp_right (a : n → ℝ) (Y : Matrix n n ℂ) (i j : n) :
    comm Y (diagOp a) i j = ((a j : ℂ) - a i) * Y i j := by
  simp only [comm, diagOp, Matrix.sub_apply, Matrix.diagonal_mul, Matrix.mul_diagonal]
  ring

/-- The response equation decouples into one scalar equation for each pair of orbitals. -/
theorem isResponse_iff : IsResponse e f w V X ↔
    ∀ i j, (w - e i + e j) * X i j = ((f j : ℂ) - f i) * V i j := by
  unfold IsResponse
  rw [← Matrix.ext_iff]
  refine forall₂_congr fun i j => ?_
  rw [Matrix.sub_apply, Matrix.smul_apply, smul_eq_mul, comm_diagOp_left, comm_diagOp_right]
  constructor <;> intro h <;> linear_combination h

/-- The oscillation `X exp(-i w t)` solves the linearised von Neumann equation
`dδρ/dt = -i ([H, δρ] + [V exp(-i w t), ρ])` exactly when `X` solves the response equation. -/
theorem linearised_vonNeumann_iff :
    (∀ (t : ℝ) (i j : n), HasDerivAt (fun s : ℝ => phase w s * X i j)
      (-Complex.I * (comm (diagOp e) (phase w t • X)
        + comm (phase w t • V) (diagOp f)) i j) t) ↔ IsResponse e f w V X := by
  -- the time derivative of the oscillating matrix element
  have hd : ∀ (t : ℝ) (i j : n), HasDerivAt (fun s : ℝ => phase w s * X i j)
      (phase w t * (-Complex.I * w) * X i j) t := by
    intro t i j
    have h0 : HasDerivAt (fun s : ℝ => -Complex.I * w * (s : ℂ))
        (-Complex.I * w * ((1 : ℝ) : ℂ)) t :=
      (hasDerivAt_id t).ofReal_comp.const_mul _
    refine (h0.cexp.mul_const (X i j)).congr_deriv ?_
    simp only [phase, Complex.ofReal_one, mul_one]
  rw [isResponse_iff]
  constructor
  · intro h i j
    -- compare the two derivatives at time zero and cancel the phase
    have hu := (hd 0 i j).unique (h 0 i j)
    rw [Matrix.add_apply, comm_diagOp_left, comm_diagOp_right, Matrix.smul_apply,
      Matrix.smul_apply, smul_eq_mul, smul_eq_mul] at hu
    have hne : -Complex.I * phase w 0 ≠ 0 :=
      mul_ne_zero (neg_ne_zero.2 Complex.I_ne_zero) (Complex.exp_ne_zero _)
    apply mul_left_cancel₀ hne
    linear_combination hu
  · intro h t i j
    refine (hd t i j).congr_deriv ?_
    rw [Matrix.add_apply, comm_diagOp_left, comm_diagOp_right, Matrix.smul_apply,
      Matrix.smul_apply, smul_eq_mul, smul_eq_mul]
    linear_combination (-Complex.I * phase w t) * h i j

/-- If the frequency differs from every level difference, the response equation has exactly
one solution, the sum-over-states response. -/
theorem isResponse_iff_eq_response (hw : ∀ i j, w ≠ (e i : ℂ) - e j) :
    IsResponse e f w V X ↔ X = response e f w V := by
  have hd : ∀ i j, w - e i + e j ≠ 0 := fun i j h => hw i j (by linear_combination h)
  rw [isResponse_iff]
  constructor
  · intro h
    ext i j
    simp only [response, Matrix.of_apply]
    rw [eq_div_iff (hd i j)]
    linear_combination h i j
  · intro h i j
    have hx : X i j = ((f j : ℂ) - f i) * V i j / (w - e i + e j) :=
      congrFun (congrFun h i) j
    rw [eq_div_iff (hd i j)] at hx
    linear_combination hx

/-- If orbitals `i` and `j` are equally occupied and the frequency differs from `e i - e j`, then
the element `X i j` of every solution of the response equation is zero. -/
theorem response_eq_zero_of_equal_occupation (h : IsResponse e f w V X) {i j : n}
    (hf : f i = f j) (hw : w ≠ (e i : ℂ) - e j) : X i j = 0 := by
  have h0 : (w - e i + e j) * X i j = 0 := by
    rw [isResponse_iff.1 h i j, hf, sub_self, zero_mul]
  exact (mul_eq_zero.1 h0).resolve_left fun h1 => hw (by linear_combination h1)

/-- At any non-zero frequency the diagonal occupations do not respond to first order. -/
theorem occupations_do_not_respond (h : IsResponse e f w V X) (hw : w ≠ 0) (i : n) :
    X i i = 0 :=
  response_eq_zero_of_equal_occupation h rfl (by rwa [sub_self])

/-- The response equation is uniquely solvable for every perturbation exactly when the
frequency differs from all level differences. -/
theorem uniquely_solvable_iff :
    (∀ V : Matrix n n ℂ, ∃! X, IsResponse e f w V X) ↔ ∀ i j, w ≠ (e i : ℂ) - e j := by
  constructor
  · intro h i j hw
    obtain ⟨Y, -, hY⟩ := h 0
    have h0 := hY 0 (isResponse_iff.2 (by intro k l; simp))
    -- at resonance the matrix with a single entry 1 at (i, j) solves the undriven equation
    have h1 := hY (Matrix.of fun k l => if k = i ∧ l = j then (1 : ℂ) else 0)
      (isResponse_iff.2 (by
        intro k l
        by_cases hk : k = i ∧ l = j
        · simp only [Matrix.of_apply, if_pos hk, Matrix.zero_apply]
          rw [hk.1, hk.2]
          linear_combination hw
        · simp only [Matrix.of_apply, if_neg hk, Matrix.zero_apply, mul_zero]))
    have h2 := congrFun (congrFun (h0.trans h1.symm) i) j
    simp at h2
  · intro hw V
    exact ⟨response e f w V, (isResponse_iff_eq_response hw).2 rfl,
      fun X hX => (isResponse_iff_eq_response hw).1 hX⟩

/-- At a resonance between two differently occupied orbitals that the perturbation couples,
the response equation has no solution. -/
theorem no_response_at_resonance {i j : n} (hw : w = (e i : ℂ) - e j)
    (hf : f i ≠ f j) (hV : V i j ≠ 0) : ¬ IsResponse e f w V X := by
  intro h
  have hz : ((f j : ℂ) - f i) * V i j = 0 := by
    linear_combination (-1 : ℂ) * isResponse_iff.1 h i j + X i j * hw
  rcases mul_eq_zero.1 hz with h1 | h1
  · exact hf (by exact_mod_cast (sub_eq_zero.1 h1).symm)
  · exact hV h1

/-- Casida equation over all ordered orbital pairs: a matrix `X` solves the response equation with
its own induced field as the perturbation exactly when it satisfies the equation of an eigenvector
with eigenvalue `w`, where `X = 0` is allowed. -/
theorem casida_equation (K : n → n → n → n → ℂ) :
    IsResponse e f w (inducedField K X) X ↔
      ∀ i j, ((e i : ℂ) - e j) * X i j
        + ((f j : ℂ) - f i) * ∑ k, ∑ l, K i j k l * X k l = w * X i j := by
  rw [isResponse_iff]
  refine forall₂_congr fun i j => ?_
  simp only [inducedField, Matrix.of_apply]
  constructor <;> intro h <;> linear_combination (-1 : ℂ) * h

end

end CasidaDensityResponse
```

```lean
#print axioms CasidaDensityResponse.occupations_do_not_respond
-- 'CasidaDensityResponse.occupations_do_not_respond' depends on axioms: [propext, Classical.choice, Quot.sound]
#print axioms CasidaDensityResponse.uniquely_solvable_iff
-- 'CasidaDensityResponse.uniquely_solvable_iff' depends on axioms: [propext, Classical.choice, Quot.sound]
#print axioms CasidaDensityResponse.no_response_at_resonance
-- 'CasidaDensityResponse.no_response_at_resonance' depends on axioms: [propext, Classical.choice, Quot.sound]
#print axioms CasidaDensityResponse.casida_equation
-- 'CasidaDensityResponse.casida_equation' depends on axioms: [propext, Classical.choice, Quot.sound]
```

## The response equation and its solution

The finite type `n` labels the orbitals. The functions `e` and `f` assign a real energy $e_i$ and a real occupation $f_i$ to each orbital, and `diagOp` turns them into the diagonal matrices $H=\mathrm{diag}(e_i)$ and $\rho=\mathrm{diag}(f_i)$. The perturbation `V` and the response `X` are arbitrary complex matrices in the same orbital basis, and `w` is a complex number. The proposition `IsResponse e f w V X` says that

$$wX-[H,X]=[V,\rho].$$

The central theorem, `isResponse_iff_eq_response`, assumes $w\neq e_i-e_j$ for all $i,j$. Under this hypothesis a matrix $X$ satisfies the response equation if and only if

$$X_{ij}=\frac{(f_j-f_i)V_{ij}}{w-e_i+e_j}.$$

The matrix `response` is defined by this formula for every $w$, but where a denominator vanishes Lean's division returns zero, a value that the response equation does not single out. Through $i=j$ the hypothesis also excludes $w=0$, a static perturbation, for which the equation leaves every diagonal element $X_{ii}$ free.

The condition on $w$ is also necessary for unique solvability. By `uniquely_solvable_iff`, the equation has exactly one solution for every $V$ precisely when $w$ avoids all level differences. If $w=e_i-e_j$ for a pair with $f_i\neq f_j$ and $V_{ij}\neq 0$, then `no_response_at_resonance` shows that there is no solution at all: in the linearised equation, which has no damping, no oscillation of constant amplitude at frequency $w$ balances the resonant drive.

Two further theorems need less than the full non-resonance condition. If $f_i=f_j$ and $w\neq e_i-e_j$ for that one pair, every solution has $X_{ij}=0$. Taking $i=j$ gives `occupations_do_not_respond`: for $w\neq 0$, every solution has $X_{ii}=0$. This concerns the diagonal in the orbital basis, to first order. The density in real space can still change through the off-diagonal elements.

## From the von Neumann equation to the orbital pairs

In units with $\hbar=1$, a density matrix $\rho+\delta\rho$ under the Hamiltonian $H+V(t)$ evolves by

$$i\,\frac{d}{dt}(\rho+\delta\rho)=[H+V(t),\,\rho+\delta\rho].$$

The unperturbed $\rho$ is constant in time, and $[H,\rho]=0$ because both matrices are diagonal. Dropping the second-order term $[V(t),\delta\rho]$ leaves

$$i\,\frac{d\,\delta\rho}{dt}=[H,\delta\rho]+[V(t),\rho].$$

Now set $V(t)=Ve^{-iwt}$ and $\delta\rho=Xe^{-iwt}$. The left side becomes $wXe^{-iwt}$. Every term carries the same non-zero phase, and cancelling it gives $wX=[H,X]+[V,\rho]$, which is the response equation.

Since $H$ and $\rho$ are diagonal, the commutators have the elements

$$[H,X]_{ij}=e_iX_{ij}-X_{ij}e_j=(e_i-e_j)X_{ij},$$

$$[V,\rho]_{ij}=V_{ij}f_j-f_iV_{ij}=(f_j-f_i)V_{ij}.$$

The matrix equation therefore splits into one scalar equation for each ordered pair of orbitals:

$$(w-e_i+e_j)X_{ij}=(f_j-f_i)V_{ij}.$$

If the bracket on the left is non-zero, division gives the unique $X_{ij}$. If it vanishes, the equation reads $0=(f_j-f_i)V_{ij}$, which is either false or leaves $X_{ij}$ free. For $i=j$ the energies and the occupations both cancel, and $wX_{ii}=0$ remains.

The theorem `linearised_vonNeumann_iff` covers the step from the time-dependent linear equation to the frequency equation, in both directions. It starts from the linearised equation; the dropping of the second-order term is not part of it. It also treats a single oscillation at frequency $w$, with no switching-on and no initial condition. A Hermitian drive at a real frequency $w\neq 0$ contains the conjugate oscillation as well, whose response is found separately and added by linearity.

In linear-response time-dependent density functional theory, $H$ is the ground-state Kohn–Sham Hamiltonian and $V$ is the change of the whole effective potential, so the formula is the response of non-interacting Kohn–Sham orbitals in a finite basis.

## The Casida equation for a self-sustained oscillation

The effective potential itself depends on the density. `inducedField` represents its first-order change by a linear kernel $K$:

$$V_{ij}=\sum_{k,l}K_{ijkl}X_{kl}.$$

In time-dependent density functional theory $K$ stands for the matrix elements of the Coulomb interaction and of the exchange-correlation kernel, the latter in the adiabatic approximation, where it does not depend on $w$. Here it is an arbitrary array of complex numbers, with no symmetry assumed and no functional behind it.

With no external field, the induced field is the only perturbation. Inserting it into the equation for each pair and moving the energy difference to the other side gives

$$(e_i-e_j)X_{ij}+(f_j-f_i)\sum_{k,l}K_{ijkl}X_{kl}=wX_{ij}.$$

The theorem `casida_equation` states that this is equivalent to the response equation with the induced field in place of $V$, and it needs no condition on $w$. The zero matrix always satisfies it, so $w$ is an eigenvalue only if some non-zero $X$ does. The theorem does not establish that eigenvalues are real, nor that they equal the excitation energies of an interacting system.

The equation runs over all ordered pairs, including equally occupied ones. For such a pair the kernel term drops out, and $X_{ij}=0$ unless $w=e_i-e_j$. Away from those values, only pairs with different occupations contribute to the oscillation. Casida's equation is usually written for these pairs alone, often as an eigenvalue problem for $w^2$; that reduction is not carried out here.

## Why the Lean proofs go through

The lemmas `comm_diagOp_left` and `comm_diagOp_right` are the two commutator formulas above. Multiplying by a diagonal matrix from the left scales rows, and from the right it scales columns; `ring` then collects the difference.

The lemma `isResponse_iff` uses them to replace the matrix equation by the scalar equations. Two matrices are equal exactly when all their elements are, and for each pair `linear_combination` performs the rearrangement. All the later theorems rest on this lemma.

For the dynamics, the auxiliary statement `hd` differentiates $e^{-iwt}X_{ij}$ by the chain rule. If the oscillation solves the linearised equation, then two expressions describe the same derivative. Uniqueness of derivatives at $t=0$ equates them, and cancelling the non-zero factor $-i\,e^{-iw\cdot 0}$ leaves the scalar equation. Conversely, multiplying the scalar equation by $-ie^{-iwt}$ gives the required derivative at every time.

In `isResponse_iff_eq_response`, the non-resonance hypothesis first becomes the statement that each denominator is non-zero. The rule `eq_div_iff` then converts between the product and the quotient in both directions. For equal occupations the right side is zero, so one factor of $(w-e_i+e_j)X_{ij}$ must vanish, and the hypothesis on $w$ rules out the first.

To show that unique solvability forces $w$ off the level differences, the proof supposes $w=e_i-e_j$ and takes $V=0$. The zero matrix is then a solution, and so is the matrix with a single entry $1$ at position $(i,j)$. For $e_i\neq e_j$ it describes a free oscillation of one off-diagonal element, and for $i=j$, where $w=0$, a constant change of one occupation. Uniqueness would make them equal, and comparing their $(i,j)$ entries gives $0=1$. The converse is the explicit formula.

For the missing solution at resonance, the scalar equation yields $(f_j-f_i)V_{ij}=0$, and each factor is non-zero by hypothesis. The Casida equation follows by substituting the induced field into `isResponse_iff` and rearranging each scalar equation.
